# Lattice sum and Bloch dispersion relation of a one-dimensional delta comb at negative energy

A multiple-scattering band calculation can be set up by adding, for each Bloch wave number, the waves arriving from all sites, and then looking for the zeros of a secular function built from that sum. For one non-interacting electron on an infinite chain of equal delta scatterers, at negative energy, the sum has a closed form and the secular equation becomes an explicit dispersion relation, against which a numerical lattice sum can be tested.

## The comb and its waves

In units with $\hbar^2/2m=1$, let the scatterers have strength $v$ and sit at $na$, with $n$ an integer and $a>0$ the spacing. At energy $-\kappa^2$ with $\kappa>0$,

$$-\psi''(x)+v\sum_n\delta(x-na)\,\psi(x)=-\kappa^2\psi(x).$$

The decaying Green function of $-d^2/dx^2+\kappa^2$ is $e^{-\kappa|x|}/(2\kappa)$, so every bounded solution, and in particular every Bloch wave with a real wave number, satisfies

$$\psi(x)=-\frac{v}{2\kappa}\sum_n e^{-\kappa|x-na|}\,\psi(na).$$

The Lean development starts from these waves; it does not derive them from the Schrödinger equation.

```lean
import Mathlib

namespace DeltaCombScattering

noncomputable section
```

For a real wave number $q$, the Bloch condition gives site $n$ the amplitude $e^{iqna}$, up to a common factor.

```lean
/-- The Bloch phase `exp(i q n a)` of site `n` in a chain of spacing `a`. -/
def blochPhase (q a : ℝ) (n : ℤ) : ℂ := Complex.exp (q * n * a * Complex.I)
```

The wave that site $n$ contributes at $x$ is then $e^{-\kappa|x-na|}e^{iqna}$. Its real envelope is cast into the complex numbers.

```lean
/-- The wave at `x` sent out by site `n`: a decaying exponential centred at `n a`,
weighted by the Bloch phase of the site. -/
def siteWave (κ a q x : ℝ) (n : ℤ) : ℂ :=
  (Real.exp (-(κ * |x - n * a|)) : ℂ) * blochPhase q a n
```

At the origin, these waves add up to the lattice sum

$$S(q)=\sum_{n\in\mathbb Z}e^{-\kappa a|n|}e^{iqna}.$$

In Lean, `∑'` returns zero for a series that does not converge, so convergence is proved separately below, as a `HasSum` statement.

```lean
/-- The lattice sum of `exp(-κ a |n|) exp(i q n a)` over all sites `n`. -/
def latticeSum (κ a q : ℝ) : ℂ :=
  ∑' n : ℤ, (Real.exp (-(κ * a * |(n : ℝ)|)) : ℂ) * blochPhase q a n
```

## Closed form of the sum

The denominator will be $D=\cosh\kappa a-\cos qa$. It is positive, because $\cosh\kappa a>1\ge\cos qa$.

```lean
/-- For positive decay constant and spacing, `cosh(κ a)` exceeds `cos(q a)`. -/
theorem cosh_sub_cos_pos {κ a : ℝ} (hκ : 0 < κ) (ha : 0 < a) (q : ℝ) :
    0 < Real.cosh (κ * a) - Real.cos (q * a) := by
  linarith [Real.one_lt_cosh.mpr (mul_pos hκ ha).ne', Real.cos_le_one (q * a)]
```

Take $0\le x\le a$ and set $z=e^{-\kappa a+iqa}$, $w=e^{-\kappa a-iqa}$. Both have modulus $e^{-\kappa a}<1$. The sites $n\ge1$ give $e^{\kappa x}z/(1-z)$, site $0$ gives $e^{-\kappa x}$, and the sites $n\le-1$ give $e^{-\kappa x}w/(1-w)$. The total is

$$\frac{e^{\kappa x}z(1-w)+e^{-\kappa x}(1-z)}{(1-z)(1-w)}.$$

Since $zw=e^{-2\kappa a}$, the denominator is

$$1-2e^{-\kappa a}\cos qa+e^{-2\kappa a}=2e^{-\kappa a}D,$$

and the numerator is

$$e^{-\kappa x}-e^{-2\kappa a+\kappa x}+e^{-\kappa a}e^{iqa}\left(e^{\kappa x}-e^{-\kappa x}\right)
=2e^{-\kappa a}\left[\sinh\kappa(a-x)+e^{iqa}\sinh\kappa x\right].$$

Cancelling $2e^{-\kappa a}$ leaves the wave throughout the cell:

$$\sum_n e^{-\kappa|x-na|}e^{iqna}=\frac{\sinh\kappa(a-x)+e^{iqa}\sinh\kappa x}{\cosh\kappa a-\cos qa}.$$

In the proof, `hz` and `hw` bound the two ratios, while `h1` and `h2` resolve the absolute values and identify the outer parts as geometric series. `HasSum.of_add_one_of_neg_add_one` joins them to site $0$. The closing `linear_combination` steps check the numerator and the denominator, each multiplied out in exponentials.

```lean
/-- Inside the cell `0 ≤ x ≤ a`, the waves from all sites add up to a combination of
`sinh(κ (a - x))` and `sinh(κ x)`. -/
theorem hasSum_siteWave {κ a x : ℝ} (hκ : 0 < κ) (ha : 0 < a) (q : ℝ)
    (hx : 0 ≤ x) (hxa : x ≤ a) :
    HasSum (siteWave κ a q x)
      ((Complex.sinh (κ * (a - x)) + Complex.exp (q * a * Complex.I) * Complex.sinh (κ * x)) /
        (Complex.cosh (κ * a) - Complex.cos (q * a))) := by
  have hp : 0 < κ * a := mul_pos hκ ha
  -- the ratios of the two geometric series
  have hz : ‖Complex.exp (-(κ * a) + q * a * Complex.I)‖ < 1 := by
    rw [Complex.norm_exp]
    apply Real.exp_lt_one_iff.mpr
    have h : (-(κ * a) + q * a * Complex.I : ℂ).re = -(κ * a) := by simp
    rw [h]; linarith
  have hw : ‖Complex.exp (-(κ * a) + -(q * a * Complex.I))‖ < 1 := by
    rw [Complex.norm_exp]
    apply Real.exp_lt_one_iff.mpr
    have h : (-(κ * a) + -(q * a * Complex.I) : ℂ).re = -(κ * a) := by simp
    rw [h]; linarith
  have ne : ∀ z : ℂ, ‖z‖ < 1 → 1 - z ≠ 0 := by
    intro z h h0
    rw [← sub_eq_zero.mp h0] at h
    simp at h
  -- sites to the right of the origin
  have h1 : ∀ n : ℕ, siteWave κ a q x ((n : ℤ) + 1) = Complex.exp (κ * x) *
      Complex.exp (-(κ * a) + q * a * Complex.I) *
        Complex.exp (-(κ * a) + q * a * Complex.I) ^ n := by
    intro n
    have hn : 0 ≤ (n : ℝ) * a := by positivity
    have hab : |x - (((n : ℤ) + 1 : ℤ) : ℝ) * a| = (n + 1) * a - x := by
      push_cast
      rw [abs_of_nonpos (by linarith)]; ring
    rw [siteWave, blochPhase, hab, Complex.ofReal_exp, ← Complex.exp_nat_mul,
      ← Complex.exp_add, ← Complex.exp_add, ← Complex.exp_add]
    congr 1; push_cast; ring
  -- sites to the left of the origin
  have h2 : ∀ n : ℕ, siteWave κ a q x (-((n : ℤ) + 1)) = Complex.exp (-(κ * x)) *
      Complex.exp (-(κ * a) + -(q * a * Complex.I)) *
        Complex.exp (-(κ * a) + -(q * a * Complex.I)) ^ n := by
    intro n
    have hn : 0 ≤ (n : ℝ) * a := by positivity
    have hab : |x - ((-((n : ℤ) + 1) : ℤ) : ℝ) * a| = (n + 1) * a + x := by
      push_cast
      rw [abs_of_nonneg (by linarith)]; ring
    rw [siteWave, blochPhase, hab, Complex.ofReal_exp, ← Complex.exp_nat_mul,
      ← Complex.exp_add, ← Complex.exp_add, ← Complex.exp_add]
    congr 1; push_cast; ring
  have h0 : siteWave κ a q x 0 = Complex.exp (-(κ * x)) := by
    simp [siteWave, blochPhase, abs_of_nonneg hx]
  have s1 := (hasSum_geometric_of_norm_lt_one hz).mul_left
    (Complex.exp (κ * x) * Complex.exp (-(κ * a) + q * a * Complex.I))
  have s2 := (hasSum_geometric_of_norm_lt_one hw).mul_left
    (Complex.exp (-(κ * x)) * Complex.exp (-(κ * a) + -(q * a * Complex.I)))
  simp only [← h1] at s1
  simp only [← h2] at s2
  have H := HasSum.of_add_one_of_neg_add_one s1 s2
  have alg : ∀ E F z w : ℂ, 1 - z ≠ 0 → 1 - w ≠ 0 →
      E * z * (1 - z)⁻¹ + F + F * w * (1 - w)⁻¹ =
        (E * z * (1 - w) + F * (1 - z)) / ((1 - z) * (1 - w)) := by
    intro E F z w h h'
    field_simp
    ring
  rw [h0, alg _ _ _ _ (ne _ hz) (ne _ hw)] at H
  -- a common factor 2 exp(-κ a) turns the quotient into hyperbolic functions
  have hr : Complex.exp (κ * a) * Complex.exp (-(κ * a)) = 1 := by
    rw [← Complex.exp_add, add_neg_cancel, Complex.exp_zero]
  have hu : Complex.exp (q * a * Complex.I) * Complex.exp (-(q * a * Complex.I)) = 1 := by
    rw [← Complex.exp_add, add_neg_cancel, Complex.exp_zero]
  have hs : Complex.sinh (κ * (a - x)) = (Complex.exp (κ * a) * Complex.exp (-(κ * x)) -
      Complex.exp (-(κ * a)) * Complex.exp (κ * x)) / 2 := by
    rw [Complex.sinh, ← Complex.exp_add, ← Complex.exp_add]
    ring_nf
  have hc : (2 * Complex.exp (-(κ * a)) : ℂ) ≠ 0 :=
    mul_ne_zero two_ne_zero (Complex.exp_ne_zero _)
  refine Eq.subst (motive := fun s => HasSum (siteWave κ a q x) s) ?_ H
  symm
  rw [← mul_div_mul_left _ _ hc, hs, Complex.sinh, Complex.cosh, Complex.cos, neg_mul,
    Complex.exp_add, Complex.exp_add]
  congr 1
  · linear_combination Complex.exp (-(κ * x)) * hr +
      Complex.exp (-(κ * a)) ^ 2 * Complex.exp (κ * x) * hu
  · linear_combination hr - Complex.exp (-(κ * a)) ^ 2 * hu
```

At $x=0$ the second term vanishes and the waves become the terms of $S(q)$, so

$$S(q)=\frac{\sinh\kappa a}{\cosh\kappa a-\cos qa}.$$

The value is real, although the terms are complex. The equality `e` in the proof matches the two ways of writing the terms.

```lean
/-- The lattice sum converges to `sinh(κ a) / (cosh(κ a) - cos(q a))`. -/
theorem hasSum_lattice {κ a : ℝ} (hκ : 0 < κ) (ha : 0 < a) (q : ℝ) :
    HasSum (fun n : ℤ => (Real.exp (-(κ * a * |(n : ℝ)|)) : ℂ) * blochPhase q a n)
      ((Real.sinh (κ * a) / (Real.cosh (κ * a) - Real.cos (q * a)) : ℝ) : ℂ) := by
  have h := hasSum_siteWave hκ ha q le_rfl ha.le
  have e : siteWave κ a q 0 =
      fun n : ℤ => (Real.exp (-(κ * a * |(n : ℝ)|)) : ℂ) * blochPhase q a n := by
    funext n
    rw [siteWave, zero_sub, abs_neg, abs_mul, abs_of_pos ha,
      show κ * (|(n : ℝ)| * a) = κ * a * |(n : ℝ)| by ring]
  rw [e] at h
  convert h using 1
  simp
```

## From the secular equation to the dispersion relation

Inserting the closed form gives

$$1+\frac{v}{2\kappa}S(q)=\frac{D+v\sinh\kappa a/(2\kappa)}{D}.$$

As $D>0$, this vanishes exactly when the numerator does, that is, when

$$\cos qa=\cosh\kappa a+\frac{v\sinh\kappa a}{2\kappa}.$$

The theorem holds for every real $v$, attractive or repulsive. In its proof, `cast` turns the complex equation into a real one and `key` puts it over the common denominator.

```lean
/-- The secular equation `1 + v/(2κ) · (lattice sum) = 0` is equivalent to the dispersion
relation `cos(q a) = cosh(κ a) + v sinh(κ a)/(2κ)`. -/
theorem secular_iff {κ a : ℝ} (hκ : 0 < κ) (ha : 0 < a) (v q : ℝ) :
    1 + (v / (2 * κ) : ℂ) * latticeSum κ a q = 0 ↔
      Real.cos (q * a) = Real.cosh (κ * a) + v * Real.sinh (κ * a) / (2 * κ) := by
  have hD := cosh_sub_cos_pos hκ ha q
  have key : ∀ s D : ℝ, D ≠ 0 →
      1 + v / (2 * κ) * (s / D) = (D + v * s / (2 * κ)) / D := by
    intro s D h
    field_simp
  have cast : ∀ S : ℝ, 1 + (v / (2 * κ) : ℂ) * (S : ℂ) = ((1 + v / (2 * κ) * S : ℝ) : ℂ) := by
    intro S
    simp
  rw [latticeSum, (hasSum_lattice hκ ha q).tsum_eq, cast, Complex.ofReal_eq_zero,
    key _ _ hD.ne', div_eq_zero_iff]
  constructor
  · rintro (h | h)
    · linarith
    · exact absurd h hD.ne'
  · intro h
    left; linarith
```

The secular equation itself comes from evaluating $\psi$ at the sites. With $\psi(na)=e^{iqna}$, the condition at every site $n$ is

$$e^{iqna}=-\frac{v}{2\kappa}\sum_m e^{-\kappa a|n-m|}e^{iqma}.$$

The sum includes the site's own wave, $m=n$, so $v$ is the bare strength and not a single-site $t$-matrix. Substituting $m=n+j$ turns the sum into $e^{iqna}S(q)$, and the phase cancels, leaving $1+vS(q)/(2\kappa)=0$ at every site.

The lemma `shift` is this translation. In one direction the proof needs only the equation at site $0$; in the other it multiplies the secular equation by the phase of site $n$.

```lean
/-- Bloch amplitudes solve the multiple-scattering equations, in which the amplitude at each
site is `-v/(2κ)` times the sum of the waves from all sites, exactly when the dispersion
relation holds. -/
theorem multiple_scattering_iff {κ a : ℝ} (hκ : 0 < κ) (ha : 0 < a) (v q : ℝ) :
    (∀ n : ℤ, blochPhase q a n = -(v / (2 * κ) : ℂ) *
      ∑' m : ℤ, (Real.exp (-(κ * a * |(n : ℝ) - m|)) : ℂ) * blochPhase q a m) ↔
      Real.cos (q * a) = Real.cosh (κ * a) + v * Real.sinh (κ * a) / (2 * κ) := by
  -- translation by n lattice sites pulls out the phase of site n
  have shift : ∀ n : ℤ,
      ∑' m : ℤ, (Real.exp (-(κ * a * |(n : ℝ) - m|)) : ℂ) * blochPhase q a m =
        blochPhase q a n * latticeSum κ a q := by
    intro n
    rw [← (Equiv.addLeft n).tsum_eq, latticeSum, ← tsum_mul_left]
    refine tsum_congr fun j => ?_
    have hph : blochPhase q a (n + j) = blochPhase q a n * blochPhase q a j := by
      rw [blochPhase, blochPhase, blochPhase, ← Complex.exp_add]
      congr 1; push_cast; ring
    have hd : (n : ℝ) - ((n + j : ℤ) : ℝ) = -j := by push_cast; ring
    rw [Equiv.coe_addLeft, hph, hd, abs_neg]
    ring
  rw [← secular_iff hκ ha v q]
  constructor
  · intro h
    have h0 := h 0
    rw [shift, show blochPhase q a 0 = 1 by simp [blochPhase]] at h0
    linear_combination h0
  · intro h n
    rw [shift]
    linear_combination blochPhase q a n * h
```

## Which negative energies lie in a band

At fixed $\kappa$, a real $q$ exists exactly when the right-hand side $R$ of the dispersion relation lies between $-1$ and $1$. Write $s=\sinh(\kappa a/2)$ and $c=\cosh(\kappa a/2)$. Then $R=c^2+s^2+vsc/\kappa$, and $c^2-s^2=1$ gives

$$R-1=\frac{sc}{\kappa}\left(2\kappa\tanh\frac{\kappa a}{2}+v\right),\qquad
R+1=\frac{c^2}{\kappa}\left(2\kappa+v\tanh\frac{\kappa a}{2}\right).$$

The prefactors are positive, so the conditions are

$$2\kappa\tanh\frac{\kappa a}{2}\le-v\quad\text{and}\quad-v\tanh\frac{\kappa a}{2}\le2\kappa.$$

The first forces $v<0$: only an attractive comb has Bloch states at negative energy. Equality in the first means $\cos qa=1$, and equality in the second means $\cos qa=-1$.

The identities `i1` and `i2` are the two factorisations. Given the inequalities, the proof supplies the wave number $q=\arccos(R)/a$.

```lean
/-- At decay constant `κ` the secular equation has a real Bloch wave number exactly when
`2κ tanh(κ a/2) ≤ -v` and `-v tanh(κ a/2) ≤ 2κ`. -/
theorem band_iff {κ a : ℝ} (hκ : 0 < κ) (ha : 0 < a) (v : ℝ) :
    (∃ q : ℝ, 1 + (v / (2 * κ) : ℂ) * latticeSum κ a q = 0) ↔
      2 * κ * Real.tanh (κ * a / 2) ≤ -v ∧ -v * Real.tanh (κ * a / 2) ≤ 2 * κ := by
  simp only [secular_iff hκ ha v]
  have e1 := Real.cosh_two_mul (κ * a / 2)
  have e2 := Real.sinh_two_mul (κ * a / 2)
  rw [show 2 * (κ * a / 2) = κ * a by ring] at e1 e2
  have e3 := Real.cosh_sq (κ * a / 2)
  have hs : 0 < Real.sinh (κ * a / 2) := Real.sinh_pos_iff.mpr (by positivity)
  have hc : 0 < Real.cosh (κ * a / 2) := Real.cosh_pos _
  rw [e1, e2, Real.tanh_eq_sinh_div_cosh]
  generalize Real.sinh (κ * a / 2) = s at *
  generalize Real.cosh (κ * a / 2) = c at *
  -- distances of the right-hand side from the two extreme values of the cosine
  have i1 : s * c / κ * (2 * κ * (s / c) + v) = 2 * s ^ 2 + v * (2 * s * c) / (2 * κ) := by
    field_simp
  have i2 : c ^ 2 / κ * (2 * κ + v * (s / c)) = 2 * c ^ 2 + v * (2 * s * c) / (2 * κ) := by
    field_simp
  have p1 : 0 < s * c / κ := by positivity
  have p2 : 0 < c ^ 2 / κ := by positivity
  constructor
  · rintro ⟨q, hq⟩
    constructor
    · by_contra h
      have := mul_pos p1 (by linarith : 0 < 2 * κ * (s / c) + v)
      linarith [Real.cos_le_one (q * a)]
    · by_contra h
      have := mul_pos p2 (by linarith : 0 < -(2 * κ + v * (s / c)))
      linarith [Real.neg_one_le_cos (q * a)]
  · rintro ⟨h1, h2⟩
    have g1 := mul_nonneg p1.le (by linarith : 0 ≤ -(2 * κ * (s / c) + v))
    have g2 := mul_nonneg p2.le (by linarith : 0 ≤ 2 * κ + v * (s / c))
    refine ⟨Real.arccos (c ^ 2 + s ^ 2 + v * (2 * s * c) / (2 * κ)) / a, ?_⟩
    rw [div_mul_cancel₀ _ ha.ne']
    exact Real.cos_arccos (by linarith) (by linarith)

end

end DeltaCombScattering
```

## Continuation to positive energy

The same geometric series converge for complex $\kappa$ with positive real part, and the algebra is unchanged. Putting $\kappa=\eta-ik$ with $k>0$ and letting $\eta\to0^+$ turns the dispersion relation into the Kronig–Penney form for delta scatterers at energy $k^2$,

$$\cos qa=\cos ka+\frac{v\sin ka}{2k}.$$

This continuation is an argument by hand; the theorems above take $\kappa$ real and positive.

```lean
#print axioms DeltaCombScattering.hasSum_lattice
#print axioms DeltaCombScattering.multiple_scattering_iff
#print axioms DeltaCombScattering.band_iff
```

```
'DeltaCombScattering.hasSum_lattice' depends on axioms: [propext, Classical.choice, Quot.sound]
'DeltaCombScattering.multiple_scattering_iff' depends on axioms: [propext, Classical.choice, Quot.sound]
'DeltaCombScattering.band_iff' depends on axioms: [propext, Classical.choice, Quot.sound]
```
